# The winding of det G in a finite non-interacting system: enclosed bath levels minus enclosed levels of H

To count the levels of non-interacting electrons in an energy window from their Green's function, one can integrate the logarithmic derivative of its determinant around a contour. When the Green's function covers only some of the orbitals, the result must be corrected for the levels of the isolated bath, formed by the other orbitals, that lie inside the contour. For a finite Hamiltonian $H$ and an anticlockwise circle that meets no level of $H$ or of the isolated bath, the integral divided by $2\pi i$ is exactly the number of enclosed bath levels minus the number of enclosed levels of $H$.

## The Hamiltonian and its retained block

The finite types `m` and `n` label the system and bath orbitals, taken to be orthonormal, and `ι` labels a general finite list of levels.

```lean
import Mathlib

open Matrix

namespace LuttingerCount

noncomputable section

variable {m n ι : Type*} [Fintype m] [DecidableEq m] [Fintype n] [DecidableEq n] [Fintype ι]
```

Let $h$ and $D$ be the system and bath blocks, and $V$ an arbitrary rectangular coupling. The full Hamiltonian is

$$H=\begin{pmatrix}h&V\\V^\dagger&D\end{pmatrix}.$$

```lean
/-- The Hamiltonian of a system `h` coupled by `V` to a bath `D`. -/
def hamiltonian (h : Matrix m m ℂ) (V : Matrix m n ℂ) (D : Matrix n n ℂ) :
    Matrix (m ⊕ n) (m ⊕ n) ℂ :=
  fromBlocks h V Vᴴ D
```

The system Green's function $G(z)$ is the upper-left block of $(z-H)^{-1}$. The bath therefore enters through an actual matrix inverse, not through a postulated self-energy.

```lean
/-- The Green's function of the system: the upper-left block of `(z - H)⁻¹`, for `z` not an
eigenvalue of `H`. -/
def green (h : Matrix m m ℂ) (V : Matrix m n ℂ) (D : Matrix n n ℂ) (z : ℂ) : Matrix m m ℂ :=
  ((z • (1 : Matrix (m ⊕ n) (m ⊕ n) ℂ) - hamiltonian h V D)⁻¹).toBlocks₁₁
```

For real levels $a_i$, let $N_a$ be the number of indices with $|a_i-c|<R$, where $c$ is the centre of the circle, possibly complex, and $R$ its radius. Counting indices includes degeneracy.

```lean
/-- The number of levels `a i` inside the circle of centre `c` and radius `R`. -/
def enclosed (a : ι → ℝ) (c : ℂ) (R : ℝ) : ℕ :=
  (Finset.univ.filter fun i => ‖(a i : ℂ) - c‖ < R).card
```

If $h$ and $D$ are Hermitian, so is $H$, because its off-diagonal blocks are adjoints of each other. Its levels $E_i$ are then real, as are the levels $\varepsilon_j$ of $D$.

```lean
omit [Fintype m] [DecidableEq m] [Fintype n] [DecidableEq n] in
/-- The coupled Hamiltonian is Hermitian when the system and bath blocks are. -/
theorem hamiltonian_isHermitian {h : Matrix m m ℂ} {D : Matrix n n ℂ}
    (hh : h.IsHermitian) (V : Matrix m n ℂ) (hD : D.IsHermitian) :
    (hamiltonian h V D).IsHermitian :=
  Matrix.IsHermitian.fromBlocks hh rfl hD
```

## From determinants to simple poles

For a Hermitian matrix $A$ with eigenvalues $a_i$, diagonalisation gives

$$\det(z-A)=\prod_i(z-a_i).$$

Lean obtains this by evaluating the factorised characteristic polynomial at $z$.

```lean
/-- For Hermitian `A`, the determinant of `z - A` is the product of `z` minus each eigenvalue. -/
theorem det_sub_eq_prod {A : Matrix m m ℂ} (hA : A.IsHermitian) (z : ℂ) :
    (z • (1 : Matrix m m ℂ) - A).det = ∏ i, (z - (hA.eigenvalues i : ℂ)) := by
  have h := congrArg (Polynomial.eval z) hA.charpoly_eq
  rw [Matrix.eval_charpoly, Polynomial.eval_prod, Matrix.scalar_apply] at h
  simp only [Polynomial.eval_sub, Polynomial.eval_X, Polynomial.eval_C] at h
  rw [Matrix.smul_one_eq_diagonal]
  exact h
```

Away from the levels, this product has derivative

$$\frac{d}{dz}\prod_i(z-a_i)=\prod_i(z-a_i)\sum_i\frac1{z-a_i}.$$

The proof adds one factor at a time. If $p$ is a partial product with $p'=ps$, then

$$[(z-a_j)p]'=p+(z-a_j)ps=(z-a_j)p\left[\frac1{z-a_j}+s\right].$$

```lean
/-- Away from its zeros, the product of the factors `z - a i` has as derivative itself times the
sum of the simple poles `1 / (z - a i)`. -/
theorem hasDerivAt_prod_sub (a : ι → ℝ) {z : ℂ} (hz : ∀ i, z ≠ a i) :
    HasDerivAt (fun w : ℂ => ∏ i, (w - (a i : ℂ)))
      ((∏ i, (z - (a i : ℂ))) * ∑ i, (z - (a i : ℂ))⁻¹) z := by
  classical
  induction (Finset.univ : Finset ι) using Finset.induction_on with
  | empty => simpa using hasDerivAt_const z (1 : ℂ)
  | insert j s hj ih =>
    simp only [Finset.prod_insert hj, Finset.sum_insert hj]
    have h0 : z - (a j : ℂ) ≠ 0 := sub_ne_zero.2 (hz j)
    refine (((hasDerivAt_id' z).sub_const (a j : ℂ)).fun_mul ih).congr_deriv ?_
    linear_combination (-(∏ i ∈ s, (z - (a i : ℂ)))) * mul_inv_cancel₀ h0
```

Now let $K=z-H$ and $X=K^{-1}$, with blocks numbered 1 for the system and 2 for the bath. The first block column of $KX=1$ gives

$$K\begin{pmatrix}X_{11}&0\\X_{21}&1\end{pmatrix}=\begin{pmatrix}1&K_{12}\\0&K_{22}\end{pmatrix}.$$

Taking determinants, with $X_{11}=G(z)$ and $K_{22}=z-D$, yields

$$\det G(z)=\frac{\det(z-D)}{\det(z-H)}=\frac{P(z)}{Q(z)},$$

where $P=\prod_j(z-\varepsilon_j)$ and $Q=\prod_i(z-E_i)$. Write $P'=PS$ and $Q'=QT$, with $S$ and $T$ the corresponding pole sums. Off both spectra,

$$\frac{(P/Q)'}{P/Q}=\frac{PSQ-PQT}{Q^2}\,\frac QP=S-T=\sum_j\frac1{z-\varepsilon_j}-\sum_i\frac1{z-E_i}.$$

In the code, `hb` is the block identity, `minor` the relation between determinants that follows from it, and `ratio` the formula for $\det G$. The step `near` extends that formula to a neighbourhood of $z$, which differentiation requires.

```lean
/-- Off the spectra of `H` and of the bath, the logarithmic derivative of `det G` is a sum of
simple poles: weight `+1` at each bath level and `-1` at each level of `H`. -/
theorem logDeriv_det_green {h : Matrix m m ℂ} {D : Matrix n n ℂ} (hh : h.IsHermitian)
    (V : Matrix m n ℂ) (hD : D.IsHermitian) {z : ℂ}
    (hzH : ∀ i, z ≠ (hamiltonian_isHermitian hh V hD).eigenvalues i)
    (hzD : ∀ j, z ≠ hD.eigenvalues j) :
    logDeriv (fun w => (green h V D w).det) z =
      ∑ j, (z - (hD.eigenvalues j : ℂ))⁻¹ -
        ∑ i, (z - ((hamiltonian_isHermitian hh V hD).eigenvalues i : ℂ))⁻¹ := by
  set hH := hamiltonian_isHermitian hh V hD
  -- a block of an inverse, compared with the complementary block
  have minor : ∀ K R : Matrix (m ⊕ n) (m ⊕ n) ℂ, K * R = 1 →
      K.det * R.toBlocks₁₁.det = K.toBlocks₂₂.det := by
    intro K R hKR
    have hb : K * fromBlocks R.toBlocks₁₁ 0 R.toBlocks₂₁ 1 =
        fromBlocks 1 K.toBlocks₁₂ 0 K.toBlocks₂₂ := by
      rw [← fromBlocks_toBlocks K, ← fromBlocks_toBlocks R, fromBlocks_multiply,
        ← fromBlocks_one, fromBlocks_inj] at hKR
      obtain ⟨h1, -, h3, -⟩ := hKR
      conv_lhs => rw [← fromBlocks_toBlocks K]
      rw [fromBlocks_multiply, h1, h3]
      simp
    have hd := congrArg Matrix.det hb
    rwa [det_mul, det_fromBlocks_zero₁₂, det_fromBlocks_zero₂₁, det_one, det_one,
      mul_one, one_mul] at hd
  have ratio : ∀ w : ℂ, (∀ i, w ≠ hH.eigenvalues i) → (green h V D w).det =
      (∏ j, (w - (hD.eigenvalues j : ℂ))) / ∏ i, (w - (hH.eigenvalues i : ℂ)) := by
    intro w hw
    have h0 : (∏ i, (w - (hH.eigenvalues i : ℂ))) ≠ 0 :=
      Finset.prod_ne_zero_iff.2 fun i _ => sub_ne_zero.2 (hw i)
    have hdet := h0
    rw [← det_sub_eq_prod hH w] at hdet
    have hm := minor _ _ (Matrix.mul_nonsing_inv _ (isUnit_iff_ne_zero.2 hdet))
    have h22 : (w • (1 : Matrix (m ⊕ n) (m ⊕ n) ℂ) - hamiltonian h V D).toBlocks₂₂ =
        w • (1 : Matrix n n ℂ) - D := by
      ext i j
      simp [toBlocks₂₂, hamiltonian, Matrix.one_apply]
    rw [h22, det_sub_eq_prod hH, det_sub_eq_prod hD] at hm
    rw [eq_div_iff h0, mul_comm]
    exact hm
  -- the ratio formula holds in a neighbourhood of `z`, so it may be differentiated
  have near : (fun w => (green h V D w).det) =ᶠ[nhds z] fun w =>
      (∏ j, (w - (hD.eigenvalues j : ℂ))) / ∏ i, (w - (hH.eigenvalues i : ℂ)) :=
    (Filter.eventually_all.2 fun i => isOpen_ne.mem_nhds (hzH i)).mono ratio
  have hP : (∏ j, (z - (hD.eigenvalues j : ℂ))) ≠ 0 :=
    Finset.prod_ne_zero_iff.2 fun j _ => sub_ne_zero.2 (hzD j)
  have hQ : (∏ i, (z - (hH.eigenvalues i : ℂ))) ≠ 0 :=
    Finset.prod_ne_zero_iff.2 fun i _ => sub_ne_zero.2 (hzH i)
  have alg : ∀ P Q S T : ℂ, P ≠ 0 → Q ≠ 0 →
      (P * S * Q - P * (Q * T)) / Q ^ 2 / (P / Q) = S - T := by
    intro P Q S T hP hQ
    field_simp
  rw [logDeriv_apply, near.deriv_eq, ratio z hzH,
    ((hasDerivAt_prod_sub _ hzD).fun_div (hasDerivAt_prod_sub _ hzH) hQ).deriv]
  exact alg _ _ _ _ hP hQ
```

## Counting on the circle

Traversed anticlockwise, a circle that meets no level gives

$$\oint\frac{dz}{z-a_i}=\begin{cases}2\pi i,&|a_i-c|<R,\\0,&|a_i-c|>R.\end{cases}$$

The second case is Cauchy's theorem, since the integrand is holomorphic in the disc. Summing gives $2\pi i\,N_a$. The lemma also records integrability, needed to split the difference of pole sums.

```lean
/-- If no `a i` lies on the circle, the sum of the terms `1 / (z - a i)` is integrable on it, and
the contour integral is `2πi` times the number of indices `i` with `a i` inside. -/
theorem integral_sum_poles (a : ι → ℝ) {c : ℂ} {R : ℝ} (hR : 0 < R)
    (ha : ∀ i, ‖(a i : ℂ) - c‖ ≠ R) :
    CircleIntegrable (fun z => ∑ i, (z - (a i : ℂ))⁻¹) c R ∧
    (∮ z in C(c, R), ∑ i, (z - (a i : ℂ))⁻¹) =
      2 * Real.pi * Complex.I * enclosed a c R := by
  have hcont : ∀ i, ContinuousOn (fun z : ℂ => (z - (a i : ℂ))⁻¹) (Metric.sphere c R) := by
    intro i
    refine ContinuousOn.inv₀ (by fun_prop) fun z hz => sub_ne_zero.2 ?_
    rintro rfl
    exact ha i (mem_sphere_iff_norm.1 hz)
  refine ⟨(continuousOn_finsetSum _ fun i _ => hcont i).circleIntegrable hR.le, ?_⟩
  have swap : (∮ z in C(c, R), ∑ i, (z - (a i : ℂ))⁻¹) =
      ∑ i, ∮ z in C(c, R), (z - (a i : ℂ))⁻¹ := by
    simp only [circleIntegral, Finset.smul_sum]
    exact intervalIntegral.integral_finsetSum fun i _ => ((hcont i).circleIntegrable hR.le).out
  have single : ∀ i, (∮ z in C(c, R), (z - (a i : ℂ))⁻¹) =
      if ‖(a i : ℂ) - c‖ < R then 2 * Real.pi * Complex.I else 0 := by
    intro i
    split_ifs with hi
    · exact circleIntegral.integral_sub_inv_of_mem_ball (mem_ball_iff_norm.2 hi)
    · -- a pole outside leaves the integrand holomorphic in the disc
      have hne : ∀ z ∈ Metric.closedBall c R, z - (a i : ℂ) ≠ 0 := by
        intro z hz h0
        rw [sub_eq_zero.1 h0, mem_closedBall_iff_norm] at hz
        exact hi (lt_of_le_of_ne hz (ha i))
      refine Complex.circleIntegral_eq_zero_of_differentiable_on_off_countable hR.le
        Set.countable_empty (ContinuousOn.inv₀ (by fun_prop) hne) fun z hz => ?_
      exact DifferentiableAt.inv (by fun_prop) (hne z (Metric.ball_subset_closedBall hz.1))
  rw [swap, Finset.sum_congr rfl fun i _ => single i, ← Finset.sum_filter, Finset.sum_const,
    nsmul_eq_mul, enclosed, mul_comm]
```

With $N_D$ and $N_H$ the enclosed levels of $D$ and $H$,

$$\oint\frac{(\det G)'}{\det G}\,dz=2\pi i\,(N_D-N_H).$$

The hypotheses `hcH` and `hcD` say that no level of $H$ or $D$ lies on the circle. A level common to both spectra contributes to both counts and cancels to the extent of its shared multiplicity. Luttinger's theorem concerns interacting electrons and the volume enclosed by their Fermi surface; this statement is a count for finite matrices, with neither interactions nor a Fermi surface.

```lean
/-- On a circle avoiding the spectra of `H` and of the bath, the integral of the logarithmic
derivative of `det G` is `2πi` times the enclosed bath levels minus the enclosed levels of `H`. -/
theorem luttinger_count {h : Matrix m m ℂ} {D : Matrix n n ℂ} (hh : h.IsHermitian)
    (V : Matrix m n ℂ) (hD : D.IsHermitian) {c : ℂ} {R : ℝ} (hR : 0 < R)
    (hcH : ∀ i, ‖((hamiltonian_isHermitian hh V hD).eigenvalues i : ℂ) - c‖ ≠ R)
    (hcD : ∀ j, ‖(hD.eigenvalues j : ℂ) - c‖ ≠ R) :
    (∮ z in C(c, R), logDeriv (fun w => (green h V D w).det) z) =
      2 * Real.pi * Complex.I * ((enclosed hD.eigenvalues c R : ℂ) -
        enclosed (hamiltonian_isHermitian hh V hD).eigenvalues c R) := by
  obtain ⟨iD, eD⟩ := integral_sum_poles _ hR hcD
  obtain ⟨iH, eH⟩ := integral_sum_poles _ hR hcH
  have hcongr := circleIntegral.integral_congr hR.le fun z (hz : z ∈ Metric.sphere c R) =>
    logDeriv_det_green hh V hD
      (fun i hi => hcH i (by rw [← hi]; exact mem_sphere_iff_norm.1 hz))
      (fun j hj => hcD j (by rw [← hj]; exact mem_sphere_iff_norm.1 hz))
  rw [hcongr, circleIntegral.integral_sub iD iH, eD, eH]
  ring
```

If the circle encloses every level, then $N_D=|n|$ and $N_H=|m|+|n|$. The integral is $-2\pi i\,|m|$, whatever the coupling.

```lean
/-- On a circle enclosing every level of `H` and of the bath, the integral is `-2πi` times the
number of system orbitals. -/
theorem luttinger_count_total {h : Matrix m m ℂ} {D : Matrix n n ℂ} (hh : h.IsHermitian)
    (V : Matrix m n ℂ) (hD : D.IsHermitian) {c : ℂ} {R : ℝ} (hR : 0 < R)
    (hcH : ∀ i, ‖((hamiltonian_isHermitian hh V hD).eigenvalues i : ℂ) - c‖ < R)
    (hcD : ∀ j, ‖(hD.eigenvalues j : ℂ) - c‖ < R) :
    (∮ z in C(c, R), logDeriv (fun w => (green h V D w).det) z) =
      -(2 * Real.pi * Complex.I * Fintype.card m) := by
  rw [luttinger_count hh V hD hR (fun i => (hcH i).ne) (fun j => (hcD j).ne), enclosed, enclosed,
    Finset.filter_true_of_mem fun i _ => hcH i, Finset.filter_true_of_mem fun j _ => hcD j,
    Finset.card_univ, Finset.card_univ, Fintype.card_sum]
  push_cast
  ring
```

## Zeros without a level of H

Take $h=D=0$ and $V=t\,1$ with $t$ real, so that each system orbital is coupled to one bath orbital. Every $\varepsilon_j$ is zero. Since $H^2=t^2$, an eigenvalue $E$ of $H$ satisfies

$$(E-H)(E+H)=(E^2-t^2)\,1.$$

The determinant of the left side vanishes, so $E^2=t^2$. A circle about zero with $0<R<|t|$ therefore has $N_D=|m|$ and $N_H=0$, and the integral is $+2\pi i\,|m|$. The whole contribution comes from zeros of $\det G$, at an energy where $H$ has no level.

```lean
/-- System and bath orbitals at zero energy, coupled pairwise by a real amplitude `t`: on a circle
about zero of radius below `|t|` the integral is `2πi` times the number of system orbitals. -/
theorem luttinger_count_pairs (t : ℝ) {R : ℝ} (hR : 0 < R) (hRt : R < |t|) :
    (∮ z in C(0, R), logDeriv
      (fun w => (green (0 : Matrix m m ℂ) ((t : ℂ) • (1 : Matrix m m ℂ)) 0 w).det) z) =
      2 * Real.pi * Complex.I * Fintype.card m := by
  have h0 : (0 : Matrix m m ℂ).IsHermitian := Matrix.isHermitian_zero
  set V : Matrix m m ℂ := (t : ℂ) • (1 : Matrix m m ℂ) with hV
  set hH := hamiltonian_isHermitian h0 V h0
  have hD : ∀ j, ‖(h0.eigenvalues j : ℂ) - 0‖ < R := by
    intro j
    have hd := det_sub_eq_prod h0 (h0.eigenvalues j : ℂ)
    rw [Finset.prod_eq_zero (Finset.mem_univ j) (sub_self _), sub_zero, det_smul, det_one,
      mul_one] at hd
    have he : (h0.eigenvalues j : ℂ) = 0 := IsNilpotent.eq_zero ⟨_, hd⟩
    rw [he, sub_zero, norm_zero]
    exact hR
  -- the square of `H` is `t ^ 2`, so its levels have modulus `|t|`
  have hsq : hamiltonian 0 V 0 * hamiltonian 0 V 0 =
      ((t : ℂ) ^ 2) • (1 : Matrix (m ⊕ m) (m ⊕ m) ℂ) := by
    rw [← fromBlocks_one, fromBlocks_smul, hamiltonian, fromBlocks_multiply]
    simp [hV, conjTranspose_smul, smul_smul, pow_two]
    ext i j
    simp only [Matrix.smul_apply, Complex.real_smul, smul_eq_mul, Complex.ofReal_mul]
  have hE : ∀ i, R < ‖(hH.eigenvalues i : ℂ) - 0‖ := by
    intro i
    have hd := det_sub_eq_prod hH (hH.eigenvalues i : ℂ)
    rw [Finset.prod_eq_zero (Finset.mem_univ i) (sub_self _)] at hd
    have hf : ((hH.eigenvalues i : ℂ) • (1 : Matrix (m ⊕ m) (m ⊕ m) ℂ) - hamiltonian 0 V 0) *
        ((hH.eigenvalues i : ℂ) • (1 : Matrix (m ⊕ m) (m ⊕ m) ℂ) + hamiltonian 0 V 0) =
        ((hH.eigenvalues i : ℂ) ^ 2 - (t : ℂ) ^ 2) • (1 : Matrix (m ⊕ m) (m ⊕ m) ℂ) := by
      simp only [sub_mul, mul_add, smul_mul_assoc, mul_smul_comm, one_mul, mul_one, hsq]
      module
    have hp := congrArg Matrix.det hf
    rw [det_mul, hd, zero_mul, det_smul, det_one, mul_one] at hp
    have he := sub_eq_zero.1 (IsNilpotent.eq_zero ⟨_, hp.symm⟩)
    have hr : hH.eigenvalues i ^ 2 = t ^ 2 := by exact_mod_cast he
    rw [sub_zero, Complex.norm_real, Real.norm_eq_abs, (sq_eq_sq_iff_abs_eq_abs _ _).1 hr]
    exact hRt
  rw [luttinger_count h0 V h0 hR (fun i => (hE i).ne') (fun j => (hD j).ne), enclosed, enclosed,
    Finset.filter_true_of_mem fun j _ => hD j,
    Finset.filter_false_of_mem fun i _ => not_lt_of_ge (hE i).le,
    Finset.card_univ, Finset.card_empty, Nat.cast_zero, sub_zero]

end

end LuttingerCount
```

```lean
#print axioms LuttingerCount.luttinger_count
-- 'LuttingerCount.luttinger_count' depends on axioms: [propext, Classical.choice, Quot.sound]
#print axioms LuttingerCount.luttinger_count_total
-- 'LuttingerCount.luttinger_count_total' depends on axioms: [propext, Classical.choice, Quot.sound]
#print axioms LuttingerCount.luttinger_count_pairs
-- 'LuttingerCount.luttinger_count_pairs' depends on axioms: [propext, Classical.choice, Quot.sound]
```
